# A permutation of finitely many numbered places that lowers no number is the identity

Let `τ` be a permutation of `p` places, numbered from 0 to `p - 1`, such that `i ≤ τ i` for every place `i`. The lemma says that `τ i = i` for each `i`, so nothing is moved. This is a purely combinatorial fact about finite relabellings, and it involves no Hamiltonian or quantum state. The proof compares the sum of all the numbers before and after the permutation: the two sums are equal, and since no term has gone down, each term must have stayed the same.

This version doesn't compile in Lean 4 with Mathlib:

```lean
import Mathlib

open Function

namespace PermFixedOfLe

/-- A permutation of `p` numbered places that never lowers a number is the identity. -/
theorem perm_fixed_of_le {p : ℕ} (τ : Equiv.Perm (Fin p)) (h : ∀ i, i ≤ τ i) (i : Fin p) :
    τ i = i := by
  have hs : ∑ i, (i : ℕ) = ∑ i, (τ i : ℕ) :=
    (Equiv.sum_comp τ (fun i => (i : ℕ))).symm
  have h1 := (Finset.sum_eq_sum_iff_of_le (fun i _ => Fin.le_def.mp (h i))).mp hs i
    (Finset.mem_univ i)
  exact Fin.ext h1.symm

end PermFixedOfLe
```

Compiling this gives:

```
Main.lean:10:14: error(lean.synthInstanceFailed): failed to synthesize instance of type class
  Fintype ℕ

Hint: Adding the command `deriving instance Fintype for Nat` may allow Lean to derive the missing instance.
Main.lean:11:4: error: Type mismatch
  Eq.symm (Equiv.sum_comp τ fun i => ↑i)
has type
  ∑ i ∈ @Finset.univ (Fin p) (Fin.fintype p), ↑i = ∑ i, ↑(τ i)
but is expected to have type
  ∑ i ∈ @Finset.univ ℕ ?m.12, i = ∑ i, ↑(τ i)
Main.lean:12:79: error: Application type mismatch: The argument
  hs
has type
  ∑ i ∈ @Finset.univ ℕ ?refine_1, i = ∑ i, ↑(τ i)
but is expected to have type
  ∑ i ∈ @Finset.univ (Fin p) (Fin.fintype p), ↑i = ∑ i, ↑(τ i)
in the application
  (Finset.sum_eq_sum_iff_of_le fun i x => Fin.le_def.mp (h i)).mp hs
```

Diagnosis. In the first sum of `hs`, `∑ i, (i : ℕ)`, the variable `i` is given no type of its own. The ascription `(i : ℕ)` then makes Lean take `i` itself to be a natural number, instead of an element of `Fin p` converted to one. The sum therefore runs over all of `ℕ`, which would need a `Fintype ℕ` instance, and there is none because `ℕ` is infinite. This is the first error.

The other two follow from it. `Equiv.sum_comp` gives an equality whose left side is a sum over `Fin p`, which does not match the stated sum over `ℕ`. Later, `hs` is refused for the same mismatch where `Finset.sum_eq_sum_iff_of_le` is applied.

Writing `∑ i : Fin p, (i : ℕ)` on the left cures all three, since `(i : ℕ)` is now a conversion from `Fin p`. The other two annotations are mere tidying: `τ i` already fixes the type in the second sum, and the messages show that the function given to `Equiv.sum_comp` was already read on `Fin p`.

After these edits no error is left:

```diff
@@ -8,6 +8,6 @@
 theorem perm_fixed_of_le {p : ℕ} (τ : Equiv.Perm (Fin p)) (h : ∀ i, i ≤ τ i) (i : Fin p) :
     τ i = i := by
-  have hs : ∑ i, (i : ℕ) = ∑ i, (τ i : ℕ) :=
-    (Equiv.sum_comp τ (fun i => (i : ℕ))).symm
+  have hs : ∑ i : Fin p, (i : ℕ) = ∑ i : Fin p, (τ i : ℕ) :=
+    (Equiv.sum_comp τ (fun i : Fin p => (i : ℕ))).symm
   have h1 := (Finset.sum_eq_sum_iff_of_le (fun i _ => Fin.le_def.mp (h i))).mp hs i
     (Finset.mem_univ i)
```
